# With artificial broadening, contact filling underestimates the spectral density at every site

In a Green-function calculation of a ballistic transistor, the electron density can be assembled energy by energy: each contact fills the part of the spectral density that it injects, with its own Fermi function. If a small positive imaginary part $\eta$ has been added to the energy, for instance to keep a matrix inversion away from a singularity, these parts do not add up to the whole spectral density. For a non-interacting device with finitely many sites, the shortfall at each energy is an explicit positive definite matrix.

## The missing density is $2\eta GG^*$

Let $H$ be the Hermitian Hamiltonian matrix of the device, and let $C$ be the positive semidefinite broadening matrix of all contacts together. With several contacts, $C$ is the sum of their broadening matrices. At real energy $E$ and with $\eta>0$, define
$$K=E+i\eta-H+\tfrac{i}{2}C,\qquad G=K^{-1},\qquad A=i(G-G^*),\qquad F=GCG^*.$$
A star denotes the adjoint, and numbers stand for multiples of the identity. $G$ is the retarded Green function, $A$ the spectral matrix and $F$ the part of it that the contacts fill. In this convention the local density of states at site $i$ is $A_{ii}/2\pi$.

Since $H$ and $C$ are Hermitian, $K^*=E-i\eta-H-\tfrac{i}{2}C$, and therefore
$$K-K^*=i(2\eta+C).$$

This makes $K$ invertible. If $Kv=0$, then $v^*(K-K^*)v=v^*Kv-(Kv)^*v=0$, so $2\eta\,v^*v+v^*Cv=0$. The second term is nonnegative, and the first is positive unless $v=0$.

Now multiply $K-K^*$ by $G$ from the left and by $G^*$ from the right. Because $GK=1$ and $K^*G^*=1$,
$$G(K-K^*)G^*=G^*-G.$$
The order on the right is reversed compared with the left. Writing $G-G^*$ there by analogy gives $A$ the wrong sign. Inserting $K-K^*$ and multiplying by $-i$ gives $G(2\eta+C)G^*=A$, that is,
$$A-F=2\eta\,GG^*.$$

For any $x\neq0$, $x^*(A-F)x=2\eta\,\|G^*x\|^2>0$, since $G^*$ is invertible. Taking $x$ to be the unit vector at site $i$ gives
$$A_{ii}-F_{ii}=2\eta\sum_j|G_{ij}|^2>0.$$

## How much the contacts fill

Suppose $C\le\gamma$, meaning that $\gamma-C$ is positive semidefinite. Then $G(\gamma-C)G^*$ is positive semidefinite as well, so with $g_i=(GG^*)_{ii}$ we have $F_{ii}\le\gamma g_i$. Since $A_{ii}=F_{ii}+2\eta g_i$,
$$(\gamma+2\eta)F_{ii}\le\gamma F_{ii}+2\eta\gamma g_i=\gamma A_{ii},\qquad\text{so}\qquad F_{ii}\le\frac{\gamma}{\gamma+2\eta}A_{ii}.$$
If $C=\gamma$, then $F=\gamma GG^*$ and $A=(\gamma+2\eta)GG^*$, and the bound becomes an equality of matrices.

The contacts can also fill much less. Let $Hv=\varepsilon v$ and $Cv=0$, so that $v$ is a bound state decoupled from the contacts. Then $K^*v=(E-i\eta-\varepsilon)v$, hence $G^*v=v/(E-i\eta-\varepsilon)$ and $Fv=GCG^*v=0$.

A short calculation that goes beyond the Lean theorems shows what is lost: for normalised $v$, $v^*Av=2\eta/((E-\varepsilon)^2+\eta^2)$. If $H$ and $C$ do not depend on energy, this line has area $2\pi$ for every $\eta>0$, so reducing $\eta$ sharpens the missing peak without removing it.

## The device and its densities in Lean

The finite type `n` labels the sites, or more generally an orthonormal basis.

```lean
import Mathlib

open Matrix
open scoped ComplexOrder

namespace BallisticArtificialBroadening

noncomputable section

variable {n : Type*} [Fintype n] [DecidableEq n]
```

`inverseGreen` is $K$. The real parameters `E` and `η` enter as complex multiples of the identity matrix.

```lean
/-- The matrix `E + iη - H + iC/2` of a device with Hamiltonian `H`, contact broadening `C`
and artificial broadening `η`. -/
def inverseGreen (H C : Matrix n n ℂ) (E η : ℝ) : Matrix n n ℂ :=
  ((E : ℂ) + η * Complex.I) • (1 : Matrix n n ℂ) - H + (Complex.I / 2) • C
```

The contact self-energy is represented by its anti-Hermitian part $-iC/2$; any Hermitian level shift belongs in `H`. All statements concern one energy at a time, so both matrices may be those of an energy-dependent self-energy evaluated at `E`.

```lean
/-- The retarded Green function `G = (E + iη - H + iC/2)⁻¹`, meaningful where the matrix in
brackets is invertible. -/
def green (H C : Matrix n n ℂ) (E η : ℝ) : Matrix n n ℂ := (inverseGreen H C E η)⁻¹
```

The next two definitions are $A$ and $F$, with `ᴴ` for the adjoint. Neither contains a Fermi function: they describe the spectral weight available for filling, and the energy integral that yields the electron density is left to the user.

```lean
/-- The spectral matrix `A = i(G - G*)`; its diagonal is the spectral density at each site. -/
def spectral (H C : Matrix n n ℂ) (E η : ℝ) : Matrix n n ℂ :=
  Complex.I • (green H C E η - (green H C E η)ᴴ)

/-- The part `G C G*` of the spectral matrix that is filled from the contacts. -/
def contactDensity (H C : Matrix n n ℂ) (E η : ℝ) : Matrix n n ℂ :=
  green H C E η * C * (green H C E η)ᴴ
```

## The two broadenings add

The first theorem is $K-K^*=i(2\eta+C)$. The auxiliary facts `h1` and `h2` conjugate the two scalar coefficients, `simp` takes the adjoint term by term, and `module` collects the result. Only Hermiticity is used, so $\eta$ may have either sign.

```lean
omit [Fintype n] in
/-- For Hermitian `H` and `C`, the inverse Green function differs from its adjoint by
`i(2η + C)`: artificial and contact broadening add. -/
theorem inverseGreen_sub_adjoint {H C : Matrix n n ℂ} (hH : H.IsHermitian)
    (hC : C.IsHermitian) (E η : ℝ) :
    inverseGreen H C E η - (inverseGreen H C E η)ᴴ
      = Complex.I • ((2 * (η : ℂ)) • (1 : Matrix n n ℂ) + C) := by
  have h1 : star ((E : ℂ) + η * Complex.I) = E - η * Complex.I := by
    apply Complex.ext <;> norm_num
  have h2 : star (Complex.I / 2) = -(Complex.I / 2) := by
    apply Complex.ext <;> norm_num
  simp only [inverseGreen, conjTranspose_add, conjTranspose_sub, conjTranspose_smul,
    conjTranspose_one, hH.eq, hC.eq, h1, h2]
  module
```

Invertibility is expressed by the determinant being a unit, which for complex numbers means nonzero. The proof assumes a zero determinant and obtains a nonzero null vector `v`. Then `h1` says that the quadratic form of $K-K^*$ vanishes at `v`, and `h2` removes the factor $i$. The last line contradicts this by adding the positive term $2\eta\,v^*v$ to the nonnegative term $v^*Cv$.

```lean
/-- For Hermitian `H`, positive semidefinite `C` and `η > 0`, the matrix `E + iη - H + iC/2`
is invertible at every real energy. -/
theorem inverseGreen_isUnit {H C : Matrix n n ℂ} (hH : H.IsHermitian)
    (hC : C.PosSemidef) (E : ℝ) {η : ℝ} (hη : 0 < η) :
    IsUnit (inverseGreen H C E η).det := by
  rw [isUnit_iff_ne_zero]
  intro h0
  obtain ⟨v, hv, hKv⟩ := Matrix.exists_mulVec_eq_zero_iff.mpr h0
  -- the quadratic form of K - K* vanishes at a null vector of K
  have h1 : star v ⬝ᵥ ((inverseGreen H C E η - (inverseGreen H C E η)ᴴ) *ᵥ v) = 0 := by
    rw [Matrix.sub_mulVec, hKv, zero_sub, dotProduct_neg, Matrix.dotProduct_mulVec,
      ← Matrix.star_mulVec, hKv, star_zero, zero_dotProduct, neg_zero]
  rw [inverseGreen_sub_adjoint hH hC.isHermitian] at h1
  simp only [Matrix.smul_mulVec, Matrix.add_mulVec, Matrix.one_mulVec, dotProduct_smul,
    dotProduct_add, smul_eq_mul] at h1
  have h2 := (mul_eq_zero.mp h1).resolve_left Complex.I_ne_zero
  -- but the quadratic form of 2η + C is strictly positive at v
  have hs : 0 < star v ⬝ᵥ v := lt_of_le_of_ne (dotProduct_star_self_nonneg v)
    (fun h => hv (dotProduct_star_self_eq_zero.mp h.symm))
  have hp : (0 : ℂ) < 2 * (η : ℂ) := by exact_mod_cast (mul_pos two_pos hη)
  exact (add_pos_of_pos_of_nonneg (mul_pos hp hs) (hC.dotProduct_mulVec_nonneg v)).ne' h2
```

## The identity and its limit without artificial broadening

The identity $A-F=2\eta GG^*$ needs Hermitian `H` and `C` and an invertible $K$, expressed by `hK`. In the proof, `h1` and `h2` are $GK=1$ and $K^*G^*=1$, and `h3` is the sandwich with its reversed right-hand side. The remaining lines insert $i(2\eta+C)$ and use $i^2=-1$.

```lean
/-- For Hermitian `H` and `C`, wherever the Green function exists, the spectral matrix minus
its contact-filled part is `2η G G*`. -/
theorem spectral_sub_contactDensity {H C : Matrix n n ℂ} (hH : H.IsHermitian)
    (hC : C.IsHermitian) {E η : ℝ} (hK : IsUnit (inverseGreen H C E η).det) :
    spectral H C E η - contactDensity H C E η
      = (2 * (η : ℂ)) • (green H C E η * (green H C E η)ᴴ) := by
  have h1 : green H C E η * inverseGreen H C E η = 1 := Matrix.nonsing_inv_mul _ hK
  have h2 : (inverseGreen H C E η)ᴴ * (green H C E η)ᴴ = 1 := by
    rw [← conjTranspose_mul, h1, conjTranspose_one]
  -- sandwich K - K* between G and G*
  have h3 : green H C E η * (inverseGreen H C E η - (inverseGreen H C E η)ᴴ)
      * (green H C E η)ᴴ = (green H C E η)ᴴ - green H C E η := by
    rw [mul_sub, sub_mul, h1, one_mul, mul_assoc, h2, mul_one]
  rw [inverseGreen_sub_adjoint hH hC] at h3
  simp only [Matrix.mul_smul, Matrix.smul_mul, mul_add, add_mul, mul_one] at h3
  rw [spectral, contactDensity, ← neg_sub (green H C E η)ᴴ, ← h3]
  simp only [smul_neg, smul_smul, Complex.I_mul_I]
  module
```

At $\eta=0$ the right-hand side is zero, so the contacts account for all of $A$. Here `hK` is a real physical restriction: at the energy of a decoupled bound state, $K$ is singular and the Green function does not exist.

```lean
/-- Without artificial broadening, and where the Green function exists, the contacts fill the
whole spectral matrix of a Hermitian device with Hermitian `C`. -/
theorem contacts_complete_at_zero {H C : Matrix n n ℂ} (hH : H.IsHermitian)
    (hC : C.IsHermitian) {E : ℝ} (hK : IsUnit (inverseGreen H C E 0).det) :
    spectral H C E 0 = contactDensity H C E 0 := by
  have h := spectral_sub_contactDensity hH hC hK
  rw [Complex.ofReal_zero, mul_zero, zero_smul] at h
  exact sub_eq_zero.mp h
```

## Positive definiteness and the loss at each site

The main theorem combines the identity with positive definiteness for $\eta>0$. Invertibility is now derived from `inverseGreen_isUnit`. `PosDef` requires a Hermitian matrix and a positive quadratic form, and the two bullets prove these in turn. In the second, `hy` shows $G^*x\neq0$ and `hq` rewrites $x^*GG^*x$ as the squared length of $G^*x$.

```lean
/-- For Hermitian `H`, positive semidefinite `C` and `η > 0`, the part of the spectral matrix
not filled from the contacts equals `2η G G*` and is positive definite. -/
theorem missing_density_posDef {H C : Matrix n n ℂ} (hH : H.IsHermitian)
    (hC : C.PosSemidef) (E : ℝ) {η : ℝ} (hη : 0 < η) :
    spectral H C E η - contactDensity H C E η
      = (2 * (η : ℂ)) • (green H C E η * (green H C E η)ᴴ) ∧
    (spectral H C E η - contactDensity H C E η).PosDef := by
  have hK := inverseGreen_isUnit hH hC E hη
  have hid := spectral_sub_contactDensity hH hC.isHermitian hK
  refine ⟨hid, ?_⟩
  have h1 : green H C E η * inverseGreen H C E η = 1 := Matrix.nonsing_inv_mul _ hK
  have h2 : (inverseGreen H C E η)ᴴ * (green H C E η)ᴴ = 1 := by
    rw [← conjTranspose_mul, h1, conjTranspose_one]
  have hp : (0 : ℂ) < 2 * (η : ℂ) := by exact_mod_cast (mul_pos two_pos hη)
  have hstar : star (2 * (η : ℂ)) = 2 * (η : ℂ) := by
    apply Complex.ext <;> norm_num
  rw [hid, Matrix.posDef_iff_dotProduct_mulVec]
  refine ⟨?_, fun x hx => ?_⟩
  · rw [Matrix.IsHermitian, conjTranspose_smul, conjTranspose_mul,
      conjTranspose_conjTranspose, hstar]
  · -- the quadratic form is 2η times the squared length of G* x
    have hy : (green H C E η)ᴴ *ᵥ x ≠ 0 := by
      intro h
      apply hx
      rw [← Matrix.one_mulVec x, ← h2, ← Matrix.mulVec_mulVec, h, Matrix.mulVec_zero]
    have hq : star x ⬝ᵥ ((green H C E η * (green H C E η)ᴴ) *ᵥ x)
        = star ((green H C E η)ᴴ *ᵥ x) ⬝ᵥ ((green H C E η)ᴴ *ᵥ x) := by
      rw [Matrix.star_mulVec, conjTranspose_conjTranspose, ← Matrix.mulVec_mulVec,
        Matrix.dotProduct_mulVec]
    rw [Matrix.smul_mulVec, dotProduct_smul, smul_eq_mul, hq]
    exact mul_pos hp (lt_of_le_of_ne (dotProduct_star_self_nonneg _)
      (fun h => hy (dotProduct_star_self_eq_zero.mp h.symm)))
```

A positive definite matrix has positive diagonal entries, which gives the strict inequality at each site `i`. The theorem compares real parts because matrix entries have complex type; the diagonals of $A$ and $F$ are in fact real.

```lean
/-- For Hermitian `H`, positive semidefinite `C` and `η > 0`, filling from the contacts alone
underestimates the spectral density at every site. -/
theorem contacts_underestimate {H C : Matrix n n ℂ} (hH : H.IsHermitian)
    (hC : C.PosSemidef) (E : ℝ) {η : ℝ} (hη : 0 < η) (i : n) :
    (contactDensity H C E η i i).re < (spectral H C E η i i).re := by
  have h := (missing_density_posDef hH hC E hη).2.diag_pos (i := i)
  have h' := (Complex.lt_def.mp h).1
  rw [Matrix.sub_apply, Complex.sub_re, Complex.zero_re] at h'
  linarith
```

## The filled fraction and bound states

The hypothesis `hγ` expresses $C\le\gamma$, so the smallest admissible $\gamma$ is the largest eigenvalue of `C`. No sign condition on $\gamma$ is needed, because $0\le C_{ii}\le\gamma$ at the chosen site; this is what `a` and `b` supply. Then `h'` is $F_{ii}\le\gamma g_i$ and `hd` is the diagonal of the main identity. After the denominator is cleared, `nlinarith` finishes with the product of $\eta$ and `h'`, as in the derivation above.

```lean
/-- For Hermitian `H`, `η > 0` and contact broadening `0 ≤ C ≤ γ`, the contacts fill at most
the fraction `γ/(γ + 2η)` of the spectral density at each site. -/
theorem filled_fraction_le {H C : Matrix n n ℂ} (hH : H.IsHermitian)
    (hC : C.PosSemidef) (E : ℝ) {η γ : ℝ} (hη : 0 < η)
    (hγ : ((γ : ℂ) • (1 : Matrix n n ℂ) - C).PosSemidef) (i : n) :
    (contactDensity H C E η i i).re ≤ γ / (γ + 2 * η) * (spectral H C E η i i).re := by
  have a := (Complex.le_def.mp (hC.diag_nonneg (i := i))).1
  have b := (Complex.le_def.mp (hγ.diag_nonneg (i := i))).1
  simp at a b
  have hp : 0 < γ + 2 * η := by linarith
  -- G (γ - C) G* is positive semidefinite
  have h := hγ.mul_mul_conjTranspose_same (green H C E η)
  have hM : green H C E η * ((γ : ℂ) • (1 : Matrix n n ℂ) - C) * (green H C E η)ᴴ
      = (γ : ℂ) • (green H C E η * (green H C E η)ᴴ) - contactDensity H C E η := by
    simp only [contactDensity, mul_sub, sub_mul, Matrix.mul_smul, Matrix.smul_mul, mul_one]
  rw [hM] at h
  have h' := (Complex.le_def.mp (h.diag_nonneg (i := i))).1
  have hid := (missing_density_posDef hH hC E hη).1
  have e : 2 * (η : ℂ) = ((2 * η : ℝ) : ℂ) := by simp
  rw [e] at hid
  have hd := congrArg (fun M : Matrix n n ℂ => (M i i).re) hid
  simp only [Matrix.sub_apply, Matrix.smul_apply, smul_eq_mul, Complex.sub_re,
    Complex.re_ofReal_mul, Complex.zero_re] at h' hd
  rw [div_mul_eq_mul_div, le_div_iff₀ hp, sub_eq_iff_eq_add.mp hd]
  nlinarith [mul_nonneg hη.le h']
```

For uniform broadening, `hF` is $F=\gamma GG^*$. The main identity then gives $A$ as a multiple of the same matrix, and cancelling $\gamma+2\eta$ completes the proof. Every site is then coupled equally to the contacts, a special case that shows the bound to be sharp.

```lean
/-- For Hermitian `H`, `η > 0` and uniform broadening `C = γ ≥ 0`, the contacts fill exactly
the fraction `γ/(γ + 2η)` of the spectral matrix. -/
theorem filled_fraction_uniform {H C : Matrix n n ℂ} (hH : H.IsHermitian) (E : ℝ)
    {η γ : ℝ} (hη : 0 < η) (hγ : 0 ≤ γ) (hC : C = (γ : ℂ) • (1 : Matrix n n ℂ)) :
    contactDensity H C E η = ((γ : ℂ) / (γ + 2 * η)) • spectral H C E η := by
  have hpsd : C.PosSemidef := by
    rw [hC]
    exact Matrix.PosSemidef.one.smul (by exact_mod_cast hγ)
  have hF : contactDensity H C E η = (γ : ℂ) • (green H C E η * (green H C E η)ᴴ) := by
    rw [contactDensity, hC]
    simp only [Matrix.mul_smul, Matrix.smul_mul, mul_one]
  have hne : (γ : ℂ) + 2 * η ≠ 0 := by
    have h : γ + 2 * η ≠ 0 := ne_of_gt (by linarith)
    exact_mod_cast h
  rw [sub_eq_iff_eq_add.mp (missing_density_posDef hH hpsd E hη).1, hF, ← add_smul,
    smul_smul, add_comm (2 * (η : ℂ)), div_mul_cancel₀ _ hne]
```

In the bound-state theorem, `hv` is the eigenvalue equation and `hCv` is the decoupling from the contacts. The step `h` computes $K^*v$, and `h2` says that $E-i\eta-\varepsilon$ times $G^*v$ is $v$. That scalar has imaginary part $-\eta$, so `hw` can exclude zero. It follows that $CG^*v=0$, and the final rewriting applies `green` to this zero vector.

```lean
/-- For Hermitian `H`, positive semidefinite `C` and `η > 0`, an eigenvector of `H` that `C`
annihilates is also annihilated by the contact-filled density. -/
theorem bound_state_unfilled {H C : Matrix n n ℂ} (hH : H.IsHermitian)
    (hC : C.PosSemidef) (E : ℝ) {η ε : ℝ} (hη : 0 < η) {v : n → ℂ}
    (hv : H *ᵥ v = (ε : ℂ) • v) (hCv : C *ᵥ v = 0) :
    contactDensity H C E η *ᵥ v = 0 := by
  have hk : (inverseGreen H C E η)ᴴ = inverseGreen H C E η
      - Complex.I • ((2 * (η : ℂ)) • (1 : Matrix n n ℂ) + C) := by
    rw [← inverseGreen_sub_adjoint hH hC.isHermitian E η, sub_sub_cancel]
  have h : (inverseGreen H C E η)ᴴ *ᵥ v = ((E : ℂ) - η * Complex.I - ε) • v := by
    rw [hk]
    simp only [inverseGreen, Matrix.sub_mulVec, Matrix.add_mulVec, Matrix.smul_mulVec,
      Matrix.one_mulVec, hv, hCv, smul_zero, add_zero]
    module
  have h1 : (green H C E η)ᴴ * (inverseGreen H C E η)ᴴ = 1 := by
    rw [← conjTranspose_mul, green,
      Matrix.mul_nonsing_inv _ (inverseGreen_isUnit hH hC E hη), conjTranspose_one]
  -- G* only rescales v, so C still annihilates it
  have h2 : ((E : ℂ) - η * Complex.I - ε) • ((green H C E η)ᴴ *ᵥ v) = v := by
    rw [← Matrix.mulVec_smul, ← h, Matrix.mulVec_mulVec, h1, Matrix.one_mulVec]
  have hw : (E : ℂ) - η * Complex.I - ε ≠ 0 := fun h0 =>
    hη.ne' (by simpa using congrArg Complex.im h0)
  have h3 : ((E : ℂ) - η * Complex.I - ε) • (C *ᵥ ((green H C E η)ᴴ *ᵥ v)) = 0 := by
    rw [← Matrix.mulVec_smul, h2, hCv]
  have h4 := (smul_eq_zero.mp h3).resolve_left hw
  rw [contactDensity, ← Matrix.mulVec_mulVec, ← Matrix.mulVec_mulVec, h4, Matrix.mulVec_zero]

end

end BallisticArtificialBroadening
```

```lean
#print axioms BallisticArtificialBroadening.contacts_underestimate
#print axioms BallisticArtificialBroadening.filled_fraction_le
#print axioms BallisticArtificialBroadening.filled_fraction_uniform
#print axioms BallisticArtificialBroadening.bound_state_unfilled
```

```
'BallisticArtificialBroadening.contacts_underestimate' depends on axioms: [propext, Classical.choice, Quot.sound]
'BallisticArtificialBroadening.filled_fraction_le' depends on axioms: [propext, Classical.choice, Quot.sound]
'BallisticArtificialBroadening.filled_fraction_uniform' depends on axioms: [propext, Classical.choice, Quot.sound]
'BallisticArtificialBroadening.bound_state_unfilled' depends on axioms: [propext, Classical.choice, Quot.sound]
```
